# Second- and fourth-order bounds on the mean bond distance under transverse displacements

Take a bond of length 4 and move one end sideways by 3, to the left or to the right with equal probability. The average bond vector still has length 4, because the two displacements cancel. The distance between the atoms, however, is $\sqrt{4^2+3^2}=5$ in both configurations, so the mean distance is 5. The two sideways displacements cancel as vectors, but each of them lengthens the bond.

The second-order estimate of the mean distance is $4+9/(2\cdot 4)=5.125$, which is too large. Including the fourth-order term gives $5.125-81/(8\cdot 4^3)\approx 4.967$, which is too small. The exact value lies between the two, and this holds for every finite distribution of displacements perpendicular to the bond, whatever their size.

## Bounds on the mean distance

Let $r\neq 0$ be the reference bond vector and $R=\|r\|$ its length. Let $u_i$ be finitely many relative displacements of the two atoms, each perpendicular to $r$, with probabilities $w_i\ge 0$ and $\sum_i w_i=1$. Write

$$s_i=\|r+u_i\|,\qquad \bar s=\sum_i w_i s_i,\qquad m_k=\sum_i w_i\|u_i\|^k .$$

Then

$$R+\frac{m_2}{2R}-\frac{m_4}{8R^3}\;\le\;\bar s\;\le\;R+\frac{m_2}{2R},$$

and $\bar s>R$ exactly when $m_2\neq 0$. There is also an upper bound without an expansion, $\bar s\le\sqrt{R^2+m_2}$.

If $m_4>4R^2m_2$, the lower bound falls below $R$, and the simpler estimate $\bar s\ge R$ is the better one.

## Averaged positions and averaged distances

A program that prepares a structural model for EXAFS from a trajectory can report two different bond lengths. It can average the positions and then take a distance, or take the distance in each frame and then average. EXAFS analysis is concerned with the distribution of instantaneous distances, whereas the distance between mean positions is the natural quantity in a crystallographic model. When $r$ is the mean bond vector and the displacements are purely transverse, the second procedure exceeds the first by at most $m_2/(2R)$, and the fourth moment limits the error of that correction.

Two conventions matter when the formula is coded:

- $u_i$ is the displacement of one atom relative to the other, so correlated motion of the pair is already contained in $m_2$.
- $m_2$ is the mean of the full squared length. With two equivalent transverse directions it is twice the mean square displacement along one of them.

## Exact remainders from Pythagoras

Drop the index for a single configuration. Since $r$ and $u$ are perpendicular,

$$s^2=\|r\|^2+2\langle r,u\rangle+\|u\|^2=R^2+\|u\|^2 .$$

Hence $s^2\ge R^2$, and since both lengths are non-negative, $s\ge R$.

For the upper bound, replace $\|u\|^2$ by $s^2-R^2$:

$$R+\frac{s^2-R^2}{2R}-s=\frac{s^2-2Rs+R^2}{2R}=\frac{(s-R)^2}{2R}\ge 0 .$$

For the lower bound, set $d=s-R\ge 0$, which gives $s^2-R^2=d(d+2R)$. Then

$$s-R-\frac{s^2-R^2}{2R}+\frac{(s^2-R^2)^2}{8R^3}
=-\frac{d^2}{2R}+\frac{d^2(d+2R)^2}{8R^3}
=\frac{d^3(d+4R)}{8R^3}.$$

In terms of $s$ this is $(s-R)^3(s+3R)/(8R^3)$, which is non-negative. Both remainders are exact, and no smallness of $u$ has been used.

Now multiply the two inequalities for configuration $i$ by $w_i$ and add. The constant $R$ is unchanged because the weights sum to one, and the powers of $\|u_i\|$ become $m_2$ and $m_4$. These are the stated bounds.

The square-root bound comes from the variance of the distance:

$$0\le\sum_i w_i(s_i-\bar s)^2=\sum_i w_i s_i^2-\bar s^2=R^2+m_2-\bar s^2 .$$

If $m_2=0$, it gives $\bar s\le R$, so there is no excess. Conversely, suppose that $\bar s\le R$. The terms $w_i(s_i-R)$ are non-negative and their sum $\bar s-R$ is not positive, so each of them is zero. Multiplying by $s_i+R$ gives $w_i\|u_i\|^2=0$ for every $i$, and therefore $m_2=0$.

The same argument carried one order further gives a neighbouring upper bound. For one configuration,

$$R+\frac{\|u\|^2}{2R}-\frac{\|u\|^4}{8R^3}+\frac{\|u\|^6}{16R^5}-s
=\frac{(s-R)^4(s^2+4Rs+5R^2)}{16R^5}\ge 0,$$

so that $\bar s\le R+m_2/(2R)-m_4/(8R^3)+m_6/(16R^5)$. In the opening example this upper bound is about 5.011. The Lean file stops at fourth order, so this last inequality rests on the algebra shown here.

## The Lean file and its proof steps

`distance_sq` contains Pythagoras and $s\ge R$, and `distance_eq_sqrt` puts the same relation in square-root form. `distance_bounds` proves the two inequalities for one configuration. `average_mono` and `average_affine` express that averaging preserves inequalities and is linear, and `meanDistance_bounds` uses them to pass to the mean.

`meanDistance_le_sqrt` is the variance argument. `lt_meanDistance_iff` uses it in one direction; in the other it uses `Finset.sum_eq_zero_iff_of_nonneg`, by which a vanishing sum of non-negative terms has only vanishing terms. `meanDistance_witness` is the opening example, placed in the complex plane with bond vector `4` and displacements `3 * Complex.I` and its negative.

The central device is the pair `field_simp` and `ring` in `distance_bounds`. The first clears the denominators, using the fact that $R$ is non-zero, and the second checks the polynomial identity that remains. `ring` does not consult hypotheses, so it cannot use $s^2=R^2+\|u\|^2$ by itself. The proof therefore rewrites $\|u\|^2$ and $\|u\|^4$ in terms of $s$ and $R$ beforehand, through `h2` and `h4`. After that, the remainder formulas are identities between rational functions of two variables, with no square root left. `positivity` then settles the signs of the remainders.

```lean
import Mathlib

open Finset

namespace EXAFSTransverseDisorder

noncomputable section

variable {ι E : Type*} [Fintype ι] [NormedAddCommGroup E] [InnerProductSpace ℝ E]

/-- The weighted sum of a quantity `f` over finitely many configurations with weights `w`. -/
def average (w f : ι → ℝ) : ℝ := ∑ i, w i * f i

/-- The sum of the distances `‖r + u i‖` with weights `w`, for the bond vector `r` and relative
displacements `u`. It is the mean distance when the weights are non-negative and sum to one. -/
def meanDistance (w : ι → ℝ) (r : E) (u : ι → E) : ℝ :=
  average w (fun i => ‖r + u i‖)

/-- The sum of the powers `‖u i‖ ^ k` with weights `w`. It is the `k`-th moment of the displacement
length when the weights are non-negative and sum to one. -/
def moment (w : ι → ℝ) (u : ι → E) (k : ℕ) : ℝ :=
  average w (fun i => ‖u i‖ ^ k)

/-- For weights of total one, the average of a constant plus a combination of two quantities
is the constant plus the same combination of their averages. -/
theorem average_affine {w : ι → ℝ} (h1 : ∑ i, w i = 1) (a b c : ℝ) (f g : ι → ℝ) :
    average w (fun i => a + b * f i + c * g i) = a + b * average w f + c * average w g := by
  have h : ∀ i, w i * (a + b * f i + c * g i)
      = a * w i + b * (w i * f i) + c * (w i * g i) := fun i => by ring
  simp only [average, h, Finset.sum_add_distrib, ← Finset.mul_sum, h1, mul_one]

/-- For non-negative weights, a quantity that is nowhere larger has no larger average. -/
theorem average_mono {w f g : ι → ℝ} (hw : ∀ i, 0 ≤ w i) (h : ∀ i, f i ≤ g i) :
    average w f ≤ average w g :=
  Finset.sum_le_sum fun i _ => mul_le_mul_of_nonneg_left (h i) (hw i)

/-- A displacement `u` perpendicular to the bond vector `r` changes the distance to
`√(‖r‖² + ‖u‖²)`. -/
theorem distance_eq_sqrt {r u : E} (h : inner ℝ r u = 0) :
    ‖r + u‖ = Real.sqrt (‖r‖ ^ 2 + ‖u‖ ^ 2) := by
  have hs : ‖r + u‖ ^ 2 = ‖r‖ ^ 2 + ‖u‖ ^ 2 := by
    rw [norm_add_sq_real, h]
    ring
  rw [← hs, Real.sqrt_sq (norm_nonneg _)]

/-- A displacement perpendicular to the bond never shortens the distance, and the squared
lengths add. -/
theorem distance_sq {r u : E} (h : inner ℝ r u = 0) :
    ‖r‖ ≤ ‖r + u‖ ∧ ‖r + u‖ ^ 2 = ‖r‖ ^ 2 + ‖u‖ ^ 2 := by
  have hs : ‖r + u‖ ^ 2 = ‖r‖ ^ 2 + ‖u‖ ^ 2 := by
    rw [norm_add_sq_real, h]
    ring
  refine ⟨?_, hs⟩
  nlinarith [norm_nonneg r, norm_nonneg (r + u), sq_nonneg ‖u‖]

/-- For a non-zero bond vector and a perpendicular displacement, the distance lies between the
fourth-order and the second-order expansion in the displacement. -/
theorem distance_bounds {r u : E} (hr : r ≠ 0) (h : inner ℝ r u = 0) :
    ‖r‖ + 1 / (2 * ‖r‖) * ‖u‖ ^ 2 + -(1 / (8 * ‖r‖ ^ 3)) * ‖u‖ ^ 4 ≤ ‖r + u‖ ∧
    ‖r + u‖ ≤ ‖r‖ + 1 / (2 * ‖r‖) * ‖u‖ ^ 2 := by
  obtain ⟨hle, hsq⟩ := distance_sq h
  have hR : 0 < ‖r‖ := norm_pos_iff.mpr hr
  have hne : ‖r‖ ≠ 0 := hR.ne'
  have h2 : ‖u‖ ^ 2 = ‖r + u‖ ^ 2 - ‖r‖ ^ 2 := by linarith
  have h4 : ‖u‖ ^ 4 = (‖r + u‖ ^ 2 - ‖r‖ ^ 2) ^ 2 := by
    rw [← h2]
    ring
  rw [h2, h4]
  generalize ‖r + u‖ = s at *
  generalize ‖r‖ = R at *
  have hd : 0 ≤ s - R := by linarith
  have hs : 0 ≤ s + 3 * R := by linarith
  -- both remainders are exact and manifestly non-negative
  have lower : s - (R + 1 / (2 * R) * (s ^ 2 - R ^ 2)
      + -(1 / (8 * R ^ 3)) * (s ^ 2 - R ^ 2) ^ 2)
      = (s - R) ^ 3 * (s + 3 * R) / (8 * R ^ 3) := by
    field_simp
    ring
  have upper : R + 1 / (2 * R) * (s ^ 2 - R ^ 2) - s = (s - R) ^ 2 / (2 * R) := by
    field_simp
    ring
  have p1 : 0 ≤ (s - R) ^ 3 * (s + 3 * R) / (8 * R ^ 3) := by positivity
  have p2 : 0 ≤ (s - R) ^ 2 / (2 * R) := by positivity
  constructor <;> linarith

/-- For a non-zero bond vector and a finite probability distribution of perpendicular
displacements, the mean distance lies between `R + m2/(2R) - m4/(8R³)` and `R + m2/(2R)`. -/
theorem meanDistance_bounds {w : ι → ℝ} {r : E} {u : ι → E} (hw : ∀ i, 0 ≤ w i)
    (h1 : ∑ i, w i = 1) (hr : r ≠ 0) (hu : ∀ i, inner ℝ r (u i) = 0) :
    ‖r‖ + moment w u 2 / (2 * ‖r‖) - moment w u 4 / (8 * ‖r‖ ^ 3) ≤ meanDistance w r u ∧
    meanDistance w r u ≤ ‖r‖ + moment w u 2 / (2 * ‖r‖) := by
  have low := average_mono hw fun i => (distance_bounds hr (hu i)).1
  have upp : ∀ i, ‖r + u i‖ ≤ ‖r‖ + 1 / (2 * ‖r‖) * ‖u i‖ ^ 2 + 0 * ‖u i‖ ^ 4 :=
    fun i => by linarith [(distance_bounds hr (hu i)).2]
  constructor
  · calc _ = ‖r‖ + 1 / (2 * ‖r‖) * moment w u 2
          + -(1 / (8 * ‖r‖ ^ 3)) * moment w u 4 := by ring
      _ = _ := (average_affine h1 _ _ _ (fun i => ‖u i‖ ^ 2) (fun i => ‖u i‖ ^ 4)).symm
      _ ≤ _ := low
  · calc meanDistance w r u ≤ _ := average_mono hw upp
      _ = ‖r‖ + 1 / (2 * ‖r‖) * moment w u 2 + 0 * moment w u 4 :=
          average_affine h1 _ _ _ (fun i => ‖u i‖ ^ 2) (fun i => ‖u i‖ ^ 4)
      _ = _ := by ring

/-- For a finite probability distribution of displacements perpendicular to the bond, the mean
distance is at most the root-mean-square distance `√(R² + m2)`. -/
theorem meanDistance_le_sqrt {w : ι → ℝ} {r : E} {u : ι → E} (hw : ∀ i, 0 ≤ w i)
    (h1 : ∑ i, w i = 1) (hu : ∀ i, inner ℝ r (u i) = 0) :
    meanDistance w r u ≤ Real.sqrt (‖r‖ ^ 2 + moment w u 2) := by
  obtain ⟨m, hm⟩ : ∃ m, m = meanDistance w r u := ⟨_, rfl⟩
  -- the variance of the distance is non-negative
  have hpt : ∀ i, 0 ≤ (m ^ 2 + ‖r‖ ^ 2) + (-2 * m) * ‖r + u i‖ + 1 * ‖u i‖ ^ 2 :=
    fun i => by nlinarith [sq_nonneg (‖r + u i‖ - m), (distance_sq (hu i)).2]
  have hvar : 0 ≤ average w
      (fun i => (m ^ 2 + ‖r‖ ^ 2) + (-2 * m) * ‖r + u i‖ + 1 * ‖u i‖ ^ 2) :=
    Finset.sum_nonneg fun i _ => mul_nonneg (hw i) (hpt i)
  rw [average_affine h1 _ _ _ (fun i => ‖r + u i‖) (fun i => ‖u i‖ ^ 2)] at hvar
  change 0 ≤ (m ^ 2 + ‖r‖ ^ 2) + (-2 * m) * meanDistance w r u + 1 * moment w u 2 at hvar
  rw [← hm] at hvar ⊢
  exact (le_abs_self m).trans (Real.abs_le_sqrt (by nlinarith))

/-- For a finite probability distribution of displacements perpendicular to the bond, the mean
distance exceeds `R` exactly when the mean square displacement is non-zero. -/
theorem lt_meanDistance_iff {w : ι → ℝ} {r : E} {u : ι → E} (hw : ∀ i, 0 ≤ w i)
    (h1 : ∑ i, w i = 1) (hu : ∀ i, inner ℝ r (u i) = 0) :
    ‖r‖ < meanDistance w r u ↔ moment w u 2 ≠ 0 := by
  constructor
  · intro h h0
    have hle := meanDistance_le_sqrt hw h1 hu
    rw [h0, add_zero, Real.sqrt_sq (norm_nonneg r)] at hle
    linarith
  · intro hne
    by_contra hcon
    have hnn : ∀ i ∈ Finset.univ, 0 ≤ w i * (‖r + u i‖ - ‖r‖) := fun i _ =>
      mul_nonneg (hw i) (sub_nonneg.mpr (distance_sq (hu i)).1)
    have hsum : ∑ i, w i * (‖r + u i‖ - ‖r‖) = meanDistance w r u - ‖r‖ := by
      simp only [meanDistance, average, mul_sub, Finset.sum_sub_distrib,
        ← Finset.sum_mul, h1, one_mul]
    have hzero : ∑ i, w i * (‖r + u i‖ - ‖r‖) = 0 :=
      le_antisymm (by linarith [not_lt.mp hcon]) (Finset.sum_nonneg hnn)
    -- without an excess, every weighted elongation vanishes
    have hz := (Finset.sum_eq_zero_iff_of_nonneg hnn).mp hzero
    refine hne (Finset.sum_eq_zero fun i hi => ?_)
    linear_combination (‖r + u i‖ + ‖r‖) * hz i hi - w i * (distance_sq (hu i)).2

/-- In the plane, the bond vector `4` and the equally likely displacements `3i` and `-3i` are
perpendicular, and the mean distance is `5`. -/
theorem meanDistance_witness :
    (∀ i, inner ℝ (4 : ℂ) ((![3 * Complex.I, -(3 * Complex.I)] : Fin 2 → ℂ) i) = 0) ∧
    meanDistance (fun _ => 1 / 2) (4 : ℂ) ![3 * Complex.I, -(3 * Complex.I)] = 5 := by
  have ho : ∀ i, inner ℝ (4 : ℂ)
      ((![3 * Complex.I, -(3 * Complex.I)] : Fin 2 → ℂ) i) = 0 := by
    intro i
    fin_cases i <;> simp [Complex.inner]
  have hn : ∀ i, ‖(![3 * Complex.I, -(3 * Complex.I)] : Fin 2 → ℂ) i‖ = 3 := by
    intro i
    fin_cases i <;> simp
  have h4 : ‖(4 : ℂ)‖ = 4 := by simp
  have hd : ∀ i, ‖(4 : ℂ) + (![3 * Complex.I, -(3 * Complex.I)] : Fin 2 → ℂ) i‖ = 5 := by
    intro i
    rw [distance_eq_sqrt (ho i), hn i, h4,
      show (4 : ℝ) ^ 2 + 3 ^ 2 = 5 ^ 2 by norm_num, Real.sqrt_sq (by norm_num)]
  refine ⟨ho, ?_⟩
  simp only [meanDistance, average, hd, Fin.sum_univ_two]
  norm_num

end

end EXAFSTransverseDisorder
```

```lean
#print axioms EXAFSTransverseDisorder.meanDistance_bounds
#print axioms EXAFSTransverseDisorder.lt_meanDistance_iff
```

```
'EXAFSTransverseDisorder.meanDistance_bounds' depends on axioms: [propext, Classical.choice, Quot.sound]
'EXAFSTransverseDisorder.lt_meanDistance_iff' depends on axioms: [propext, Classical.choice, Quot.sound]
```

## Hypotheses, conventions and range of validity

In the file, `ι` labels the configurations, for instance the frames of a trajectory, and `E` is any real inner product space, with ordinary three-dimensional space as the physical case. The bond vector is `r`, and $R$ is written `‖r‖`. The functions `w` and `u` supply the weights and relative displacements. `meanDistance w r u` is $\bar s$, and `moment w u k` is $m_k$.

The function `average` is a plain weighted sum and does not normalise its weights. The hypotheses `hw` and `h1` make them a probability distribution. For $N$ equally weighted frames, the weights have to be entered as $1/N$.

The hypothesis `hu` says that every displacement is perpendicular to `r`. It stands for the idealisation that the bond is disturbed only sideways, and it is assumed, not derived from a force field. Real thermal motion also has a component along the bond. A trajectory with such a component does not satisfy `hu`, and its mean distance may fall outside the interval. For example, a displacement that only shortens the bond gives a mean distance below $R$.

The condition `hr : r ≠ 0` appears only in the bounds that divide by $R$. The square-root bound and the criterion for an excess hold for $r=0$ as well. A single configuration is allowed. In one dimension with $r\neq 0$, the only perpendicular displacement is zero, and all the bounds reduce to $\bar s=R$.

The displacements need not average to zero. The vector `r` is a reference vector, and the comparison with the distance between mean positions requires the additional condition $\sum_i w_iu_i=0$.

The distributions are finite. A sampled trajectory is of this kind, while a continuous Gaussian model is not covered directly. The quantities are real numbers, so a numerical comparison with the bounds needs a tolerance for rounding.

Finally, $\bar s$ is the mean of the distance distribution itself. A measured EXAFS signal weights distances further, through the decay of the photoelectron wave with distance, and a distance fitted to the signal can differ from $\bar s$ for that reason. Nor is $m_2$ the EXAFS Debye–Waller parameter $\sigma^2$, which describes the variance of the distance. In the opening example $m_2=9$, while the distance does not vary at all.
